# An Upper Bound on the Fidelity of Two Slater Determinants from the Trace of Their Projector Product

When an external potential is switched on suddenly, the occupied orbitals of a system of non-interacting electrons in general no longer match those of the new ground state. Each orbital may change only a little, yet the many-electron ground states without and with the potential can be nearly orthogonal. How large can their overlap still be, if all we know is how far the two occupied one-particle spaces coincide?

Let $|a_i\rangle$ and $|b_j\rangle$, with $i,j=1,\dots,m$ and $m\ge 1$, be two orthonormal sets of occupied orbitals. In an orthonormal basis of $n$ one-particle states, their coefficients form the columns of $n\times m$ matrices $A$ and $B$. The projectors onto the occupied spaces are $P=AA^\dagger$ and $Q=BB^\dagger$, and the one-particle overlaps are $M_{ij}=\langle a_i|b_j\rangle=(A^\dagger B)_{ij}$. The claim is

$$F=|\det M|^2\le\left(\frac{T}{m}\right)^m,\qquad T=\operatorname{tr}(PQ),$$

with equality exactly when $M^\dagger M=(T/m)\,\mathbb 1$.

## From orbital overlaps to the bound

The inner product of the two Slater determinants is a double sum over permutations $\sigma,\tau$ of the $m$ labels. Only the relative permutation $\rho=\tau\sigma^{-1}$ matters, so the $m!$ choices of $\sigma$ cancel the normalisation:

$$\langle\Psi_A|\Psi_B\rangle=\frac1{m!}\sum_{\sigma,\tau}\operatorname{sgn}(\sigma)\operatorname{sgn}(\tau)\prod_k M_{\sigma(k)\tau(k)}=\sum_\rho\operatorname{sgn}(\rho)\prod_i M_{i\rho(i)}=\det M.$$

Hence $F=|\det M|^2=\det(M^\dagger M)$. Cyclicity of the trace gives

$$T=\operatorname{tr}(AA^\dagger BB^\dagger)=\operatorname{tr}(B^\dagger AA^\dagger B)=\operatorname{tr}(M^\dagger M)=\sum_j\sum_i|M_{ij}|^2.$$

The matrix $M^\dagger M$ is positive semidefinite. Its eigenvalues $\lambda_i\ge0$ have product $F$ and sum $T$, so what remains is the inequality between arithmetic and geometric means. Let $a=T/m$. If $a=0$, all $\lambda_i$ vanish and both sides are zero. If $a>0$, the inequality $1+x\le e^x$ with $x=\lambda_i/a-1$ gives $\lambda_i\le a\,e^{\lambda_i/a-1}$, and therefore

$$\prod_i\lambda_i\le a^m\exp\Big(\sum_i\lambda_i/a-m\Big)=a^m.$$

Suppose equality holds with $a>0$. The product is then positive, so every $\lambda_i$ is positive. If some $\lambda_i\ne a$, its factor satisfies a strict inequality, and so does the product, which is a contradiction. All eigenvalues thus equal $a$, and $M^\dagger M=a\mathbb 1$. Conversely, $M^\dagger M=a\mathbb 1$ has determinant $a^m$.

The bound can also be written with the squared chordal distance $d^2=\tfrac12\operatorname{tr}(P-Q)^2$. Since $P^2=P$, $Q^2=Q$ and $\operatorname{tr}P=\operatorname{tr}Q=m$,

$$d^2=\tfrac12(m+m-2T)=m-T.$$

So $T/m=1-d^2/m$, which is nonnegative and at most $e^{-d^2/m}$. Taking the $m$th power,

$$F\le(1-d^2/m)^m\le e^{-d^2}.$$

For finite non-interacting systems of increasing size, the fidelity therefore tends to zero whenever $d^2$ grows without limit. Anderson's orthogonality catastrophe is a case of this; the growth of $d^2$ in that case is not derived here.

## Two electrons, one tilted orbital

Take $n=3$ and $m=2$, with $a_1=e_1$, $a_2=e_2$, $b_1=e_1$ and $b_2=0.8\,e_2+0.6\,e_3$. Then $M=\operatorname{diag}(1,\,0.8)$, so $F=0.64$ and $T=1+0.64=1.64$. The bound is $0.82^2=0.6724$. With $d^2=2-1.64=0.36$, the exponential bound is $e^{-0.36}\approx0.698$. The first inequality is strict because the eigenvalues $1$ and $0.64$ differ.

## Orbitals as matrix columns in Lean

In the code `n` and `m` are finite index types, not numbers. The number of electrons is `Fintype.card m`, and `[Nonempty m]` says that it is at least one.

```lean
import Mathlib

open Matrix
open scoped ComplexOrder

namespace ChordalFidelity

noncomputable section

variable {n m : Type*} [Fintype n] [Fintype m]
```

The notation `Aᴴ` means $A^\dagger$. The next definition accepts any matrix; its value is a projector when the columns are orthonormal.

```lean
/-- The one-particle matrix `A A†` built from the orbitals in the columns of `A`. -/
def projector (A : Matrix n m ℂ) : Matrix n n ℂ := A * Aᴴ
```

The fidelity is defined directly as $|\det(A^\dagger B)|^2$. The permutation sum above, which identifies this number with the squared inner product of antisymmetrised states, is the step from the Lean model to the electrons that rests on the hand derivation alone. For linearly independent columns that are not orthonormal, the normalised fidelity would be this value divided by $\det(A^\dagger A)\det(B^\dagger B)$.

```lean
/-- The number `|det (A† B)|²`. When the columns of `A` and those of `B` are orthonormal, it is the
many-electron fidelity of the two Slater determinants. -/
def fidelity [DecidableEq m] (A B : Matrix n m ℂ) : ℝ := ‖(Aᴴ * B).det‖ ^ 2
```

The projector overlap $T$ is the real part of the trace; a lemma below shows that the trace is real.

```lean
/-- The one-particle overlap `tr (P Q)`, taken as a real number. -/
def projectorOverlap (A B : Matrix n m ℂ) : ℝ := (projector A * projector B).trace.re
```

The chordal distance uses the Frobenius norm with a factor of one half in its square. Some texts omit that factor.

```lean
/-- Half the squared Frobenius norm of `A A† - B B†`. When the columns of `A` and those of `B` are
orthonormal, it is the squared chordal distance of the two occupied spaces. -/
def chordalSq (A B : Matrix n m ℂ) : ℝ :=
  ((projector A - projector B)ᴴ * (projector A - projector B)).trace.re / 2
```

## Equal means force equal eigenvalues

The first theorem is the mean inequality for nonnegative reals, together with the forward half of its equality case. The two branches of `rcases` are $a=0$ and $a>0$. In the second, `hle` is the comparison of each factor with an exponential, and `hg` evaluates the product of the exponentials as $a^m$. For equality, `hfpos` shows that all factors are positive, and `Finset.prod_lt_prod` turns one strict factor into a strict product.

```lean
/-- The arithmetic-geometric mean inequality for nonnegative numbers; equality forces
every number to equal the mean. -/
theorem prod_le_mean_pow [Nonempty m] (f : m → ℝ) (hf : ∀ i, 0 ≤ f i) :
    ∏ i, f i ≤ ((∑ i, f i) / Fintype.card m) ^ Fintype.card m ∧
    (∏ i, f i = ((∑ i, f i) / Fintype.card m) ^ Fintype.card m →
      ∀ i, f i = (∑ i, f i) / Fintype.card m) := by
  obtain ⟨a, ha⟩ : ∃ a, a = (∑ i, f i) / Fintype.card m := ⟨_, rfl⟩
  rw [← ha]
  have hc : (0 : ℝ) < Fintype.card m := by exact_mod_cast Fintype.card_pos
  have hs : ∑ i, f i = Fintype.card m * a := by rw [ha]; field_simp
  have ha0 : 0 ≤ a := by
    rw [ha]; exact div_nonneg (Finset.sum_nonneg fun i _ => hf i) hc.le
  rcases ha0.eq_or_lt with h0 | hpos
  · -- zero mean: all numbers vanish
    have hz : ∀ i, f i = 0 := fun i =>
      (Finset.sum_eq_zero_iff_of_nonneg (fun i _ => hf i)).1
        (by rw [hs, ← h0, mul_zero]) i (Finset.mem_univ i)
    refine ⟨?_, fun _ i => (hz i).trans h0⟩
    rw [Finset.prod_eq_zero (Finset.mem_univ (Classical.arbitrary m)) (hz _)]
    exact pow_nonneg ha0 _
  · -- positive mean: compare each factor with an exponential
    have hg : ∏ i, a * Real.exp (f i / a - 1) = a ^ Fintype.card m := by
      rw [Finset.prod_mul_distrib, ← Real.exp_sum, Finset.sum_sub_distrib,
        ← Finset.sum_div, hs]
      simp [hpos.ne']
    have hid : ∀ i, f i = a * (f i / a - 1 + 1) := fun i => by
      rw [sub_add_cancel]; field_simp
    have hle : ∀ i, f i ≤ a * Real.exp (f i / a - 1) := fun i =>
      (hid i).le.trans (mul_le_mul_of_nonneg_left (Real.add_one_le_exp _) ha0)
    refine ⟨?_, fun heq i => ?_⟩
    · rw [← hg]
      exact Finset.prod_le_prod (fun i _ => hf i) (fun i _ => hle i)
    · by_contra hne
      have hfpos : ∀ j, 0 < f j := fun j => (hf j).lt_of_ne' fun hj => by
        have h := Finset.prod_eq_zero (Finset.mem_univ j) hj
        rw [heq] at h
        exact (pow_pos hpos _).ne' h
      have hx : f i / a - 1 ≠ 0 := fun h =>
        hne ((div_eq_one_iff_eq hpos.ne').1 (by linarith))
      have hi : f i < a * Real.exp (f i / a - 1) :=
        (hid i).le.trans_lt (mul_lt_mul_of_pos_left (Real.add_one_lt_exp hx) hpos)
      have h := Finset.prod_lt_prod (fun j _ => hfpos j) (fun j _ => hle j)
        ⟨i, Finset.mem_univ i, hi⟩
      rw [hg, heq] at h
      exact lt_irrefl _ h
```

For a positive semidefinite matrix $H$, `hdet` and `htr` express determinant and trace through the eigenvalues, and `key` applies the mean inequality to them. If equality holds, the diagonal matrix in the spectral theorem is a multiple of the identity, and the change of basis leaves it unchanged, so $H$ itself is that multiple. The converse computes the determinant of a scalar matrix.

```lean
/-- The determinant of a positive semidefinite matrix is at most the mean eigenvalue to the
power of the dimension, with equality exactly for a multiple of the identity. -/
theorem det_le_trace_pow [DecidableEq m] [Nonempty m] {H : Matrix m m ℂ}
    (hH : H.PosSemidef) :
    H.det.re ≤ (H.trace.re / Fintype.card m) ^ Fintype.card m ∧
    (H.det.re = (H.trace.re / Fintype.card m) ^ Fintype.card m ↔
      H = ((H.trace.re / Fintype.card m : ℝ) : ℂ) • (1 : Matrix m m ℂ)) := by
  have h := hH.isHermitian
  have hdet : H.det.re = ∏ i, h.eigenvalues i := by
    have e : H.det = ((∏ i, h.eigenvalues i : ℝ) : ℂ) :=
      h.det_eq_prod_eigenvalues.trans (Complex.ofReal_prod _ _).symm
    rw [e, Complex.ofReal_re]
  have htr : H.trace.re = ∑ i, h.eigenvalues i := by
    have e : H.trace = ((∑ i, h.eigenvalues i : ℝ) : ℂ) :=
      h.trace_eq_sum_eigenvalues.trans (Complex.ofReal_sum _ _).symm
    rw [e, Complex.ofReal_re]
  have key := prod_le_mean_pow h.eigenvalues hH.eigenvalues_nonneg
  rw [← hdet, ← htr] at key
  refine ⟨key.1, fun heq => ?_, fun hc => ?_⟩
  · -- equal eigenvalues: the spectral theorem gives a multiple of the identity
    have hcomp : (RCLike.ofReal ∘ h.eigenvalues : m → ℂ) =
        fun _ => ((H.trace.re / Fintype.card m : ℝ) : ℂ) :=
      funext fun i => congrArg Complex.ofReal (key.2 heq i)
    have hs := h.spectral_theorem
    rw [hcomp, ← Matrix.smul_one_eq_diagonal, map_smul, map_one] at hs
    exact hs
  · have hscalar : ∀ c : ℝ, H = (c : ℂ) • (1 : Matrix m m ℂ) →
        H.det.re = c ^ Fintype.card m := fun c e => by
      rw [e, det_smul, det_one, mul_one, ← Complex.ofReal_pow, Complex.ofReal_re]
    exact hscalar _ hc
```

## The trace as a sum of squared overlaps

The cyclic step $\operatorname{tr}(PQ)=\operatorname{tr}(M^\dagger M)$ is `Matrix.trace_mul_comm` after regrouping the factors.

```lean
/-- The trace of `P Q` equals the trace of `M† M` for the overlap matrix `M = A† B`. -/
theorem trace_projectors (A B : Matrix n m ℂ) :
    (projector A * projector B).trace = ((Aᴴ * B)ᴴ * (Aᴴ * B)).trace := by
  have e : (Aᴴ * B)ᴴ * (Aᴴ * B) = Bᴴ * (A * Aᴴ * B) := by
    simp only [conjTranspose_mul, conjTranspose_conjTranspose, Matrix.mul_assoc]
  rw [e, Matrix.trace_mul_comm Bᴴ]
  simp only [projector, Matrix.mul_assoc]
```

Writing out the matrix product then gives $\sum_j\sum_i|M_{ij}|^2$, a real and nonnegative number.

```lean
/-- The trace of `P Q` is real: it is the sum of the squared magnitudes of all entries of `A† B`,
where `P = A A†` and `Q = B B†`. -/
theorem trace_projectors_eq_sum (A B : Matrix n m ℂ) :
    (projector A * projector B).trace =
      ((∑ j, ∑ i, ‖(Aᴴ * B) i j‖ ^ 2 : ℝ) : ℂ) := by
  rw [trace_projectors]
  generalize Aᴴ * B = M
  simp [Matrix.trace, Matrix.mul_apply, Complex.conj_mul']
```

The main theorem states the bound and its equality condition. It has no orthonormality hypothesis, since the argument uses only that $M^\dagger M$ is positive semidefinite; orthonormality enters when the two sides are read as a fidelity and a projector overlap. In the proof, `hF` is $F=\det(M^\dagger M)$, and the determinant theorem does the rest.

```lean
/-- For any `A` and `B` with `m ≥ 1` columns, `|det M|²` is at most `(tr (P Q) / m) ^ m`, with
equality exactly when `M† M` is `tr (P Q) / m` times the identity, where `M = A† B`, `P = A A†` and
`Q = B B†`. -/
theorem fidelity_le_projectorOverlap [DecidableEq m] [Nonempty m] (A B : Matrix n m ℂ) :
    fidelity A B ≤ (projectorOverlap A B / Fintype.card m) ^ Fintype.card m ∧
    (fidelity A B = (projectorOverlap A B / Fintype.card m) ^ Fintype.card m ↔
      (Aᴴ * B)ᴴ * (Aᴴ * B) =
        ((projectorOverlap A B / Fintype.card m : ℝ) : ℂ) • (1 : Matrix m m ℂ)) := by
  have hF : fidelity A B = ((Aᴴ * B)ᴴ * (Aᴴ * B)).det.re := by
    rw [det_mul, det_conjTranspose, ← starRingEnd_apply, Complex.conj_mul',
      ← Complex.ofReal_pow, Complex.ofReal_re, fidelity]
  rw [hF, projectorOverlap, trace_projectors]
  exact det_le_trace_pow (posSemidef_conjTranspose_mul_self _)
```

## Chordal distance and exponential decay

Here the hypotheses `hA` and `hB` state that the columns of each matrix are orthonormal. The local facts `idem`, `tr` and `herm` say that $P$ is idempotent, has trace $m$ and is Hermitian, and likewise for $Q$. Expanding the square gives $d^2=m-T$.

```lean
/-- For orthonormal orbitals the squared chordal distance is `m - tr (P Q)`. -/
theorem chordalSq_eq [DecidableEq m] {A B : Matrix n m ℂ}
    (hA : Aᴴ * A = 1) (hB : Bᴴ * B = 1) :
    chordalSq A B = Fintype.card m - projectorOverlap A B := by
  have idem : ∀ C : Matrix n m ℂ, Cᴴ * C = 1 →
      projector C * projector C = projector C := fun C hC => by
    rw [projector, Matrix.mul_assoc, ← Matrix.mul_assoc Cᴴ, hC, Matrix.one_mul]
  have tr : ∀ C : Matrix n m ℂ, Cᴴ * C = 1 →
      (projector C).trace = Fintype.card m := fun C hC => by
    rw [projector, Matrix.trace_mul_comm, hC, Matrix.trace_one]
  have herm : ∀ C : Matrix n m ℂ, (projector C)ᴴ = projector C := fun C => by
    simp [projector, conjTranspose_mul]
  rw [chordalSq, conjTranspose_sub, herm, herm, Matrix.sub_mul, Matrix.mul_sub,
    Matrix.mul_sub, idem A hA, idem B hB, trace_sub, trace_sub, trace_sub, tr A hA, tr B hB,
    Matrix.trace_mul_comm (projector B) (projector A), projectorOverlap]
  simp only [Complex.sub_re, Complex.natCast_re]
  ring
```

The next theorem states the two inequalities of the chain $F\le(1-d^2/m)^m\le e^{-d^2}$. The equation `e` rewrites $1-d^2/m$ as $T/m$, and `h0` supplies $T\ge0$, which is needed to raise $1-d^2/m\le e^{-d^2/m}$ to the $m$th power.

```lean
/-- For `m ≥ 1` orthonormal orbitals at chordal distance `d`, the fidelity is at most
`(1 - d² / m) ^ m`, which is at most `exp (-d²)`. -/
theorem fidelity_le_exp_chordal [DecidableEq m] [Nonempty m] {A B : Matrix n m ℂ}
    (hA : Aᴴ * A = 1) (hB : Bᴴ * B = 1) :
    fidelity A B ≤ (1 - chordalSq A B / Fintype.card m) ^ Fintype.card m ∧
    (1 - chordalSq A B / Fintype.card m) ^ Fintype.card m ≤ Real.exp (-chordalSq A B) := by
  have hc : (0 : ℝ) < Fintype.card m := by exact_mod_cast Fintype.card_pos
  have e : 1 - chordalSq A B / Fintype.card m = projectorOverlap A B / Fintype.card m := by
    rw [chordalSq_eq hA hB, sub_div, div_self hc.ne', sub_sub_cancel]
  have h0 : 0 ≤ projectorOverlap A B := by
    rw [projectorOverlap, trace_projectors_eq_sum, Complex.ofReal_re]
    positivity
  refine ⟨by rw [e]; exact (fidelity_le_projectorOverlap A B).1, ?_⟩
  have hx : -chordalSq A B = Fintype.card m * (-(chordalSq A B / Fintype.card m)) := by
    field_simp
  rw [hx, Real.exp_nat_mul]
  refine pow_le_pow_left₀ (by rw [e]; exact div_nonneg h0 hc.le) ?_ _
  linarith [Real.add_one_le_exp (-(chordalSq A B / Fintype.card m))]
```

## Equal tilts attain the bound

Give each of $m$ orbitals $|i\rangle$ its own empty partner $|i'\rangle$, so that $n=2m$; the row index type `m ⊕ m` lists the originals and then the partners. Every orbital is rotated by the same angle $\theta$ to $\cos\theta\,|i\rangle+\sin\theta\,|i'\rangle$.

```lean
/-- Orbitals `cos θ |i⟩ + sin θ |i'⟩`, each tilted by `θ` into its own partner orbital. -/
def tilted (m : Type*) [DecidableEq m] (θ : ℝ) : Matrix (m ⊕ m) m ℂ :=
  fromRows ((Real.cos θ : ℂ) • 1) ((Real.sin θ : ℂ) • 1)
```

Between angles $a$ and $b$ the overlap matrix is $\cos(a-b)\,\mathbb 1$, which is `gram` in the proof. Equal angles give orthonormality. Angles $0$ and $\theta$ give $M=\cos\theta\,\mathbb 1$, hence $T/m=\cos^2\theta$ and $F=(\cos^2\theta)^m$. The bound is thus attained for every $m\ge1$ and every value of $T/m$ between 0 and 1.

```lean
/-- Tilting all `m ≥ 1` orbitals by the same angle keeps them orthonormal and gives
`tr (P Q) / m = cos² θ` and fidelity `(cos² θ) ^ m`, so the bound is attained. -/
theorem tilted_attains_bound [DecidableEq m] [Nonempty m] (θ : ℝ) :
    (tilted m θ)ᴴ * tilted m θ = 1 ∧
    projectorOverlap (tilted m 0) (tilted m θ) / Fintype.card m = Real.cos θ ^ 2 ∧
    fidelity (tilted m 0) (tilted m θ) = (Real.cos θ ^ 2) ^ Fintype.card m := by
  have hc : (Fintype.card m : ℝ) ≠ 0 := by exact_mod_cast Fintype.card_ne_zero
  -- the overlap matrix of two tilted frames is a cosine times the identity
  have gram : ∀ a b : ℝ, (tilted m a)ᴴ * tilted m b =
      ((Real.cos (a - b) : ℝ) : ℂ) • (1 : Matrix m m ℂ) := fun a b => by
    rw [tilted, tilted, conjTranspose_fromRows_eq_fromCols_conjTranspose,
      fromCols_mul_fromRows, conjTranspose_smul, conjTranspose_smul, conjTranspose_one,
      Matrix.smul_mul, Matrix.smul_mul, Matrix.one_mul, Matrix.one_mul, smul_smul,
      smul_smul, ← add_smul, Real.cos_sub, ← starRingEnd_apply, ← starRingEnd_apply,
      Complex.conj_ofReal, Complex.conj_ofReal, Complex.ofReal_add, Complex.ofReal_mul,
      Complex.ofReal_mul]
  have hM : (tilted m 0)ᴴ * tilted m θ = ((Real.cos θ : ℝ) : ℂ) • (1 : Matrix m m ℂ) := by
    rw [gram, zero_sub, Real.cos_neg]
  refine ⟨by rw [gram, sub_self, Real.cos_zero, Complex.ofReal_one, one_smul], ?_, ?_⟩
  · have ht : (projector (tilted m 0) * projector (tilted m θ)).trace =
        ((Real.cos θ ^ 2 * Fintype.card m : ℝ) : ℂ) := by
      rw [trace_projectors, hM, conjTranspose_smul, conjTranspose_one, Matrix.smul_mul,
        Matrix.one_mul, smul_smul, trace_smul, trace_one, ← starRingEnd_apply,
        Complex.conj_ofReal, smul_eq_mul]
      push_cast
      ring
    rw [projectorOverlap, ht, Complex.ofReal_re, mul_div_assoc, div_self hc, mul_one]
  · rw [fidelity, hM, det_smul, det_one, mul_one, norm_pow, Complex.norm_real,
      Real.norm_eq_abs, ← pow_mul, mul_comm, pow_mul, sq_abs]

end

end ChordalFidelity
```

```lean
#print axioms ChordalFidelity.trace_projectors_eq_sum
#print axioms ChordalFidelity.fidelity_le_exp_chordal
#print axioms ChordalFidelity.tilted_attains_bound
```

```
'ChordalFidelity.trace_projectors_eq_sum' depends on axioms: [propext, Classical.choice, Quot.sound]
'ChordalFidelity.fidelity_le_exp_chordal' depends on axioms: [propext, Classical.choice, Quot.sound]
'ChordalFidelity.tilted_attains_bound' depends on axioms: [propext, Classical.choice, Quot.sound]
```
